# Gauge invariance of the tree-level Compton amplitude for on-shell electrons

The gamma matrices are taken to be any finite family of complex matrices obeying the Clifford relation for a metric g, with no representation or spacetime dimension fixed, and the external electrons are a column u and a row w that solve the free Dirac equation. With momentum conserved, both photons massless and both denominators nonzero, the amplitude then vanishes when the incoming polarization is replaced by the photon's momentum, and it is unchanged when either polarization is shifted along its own momentum.

In Lean 4 with Mathlib:

```lean
import Mathlib

open Matrix

namespace ComptonWardIdentity

noncomputable section

variable {ι n : Type*} [Fintype ι] [Fintype n] [DecidableEq n]

/-- The scalar product of two vectors with metric `g`. -/
def dot (g : Matrix ι ι ℂ) (p q : ι → ℂ) : ℂ := ∑ a, ∑ b, g a b * p a * q b

/-- The gamma matrices obey the Clifford relation for the metric `g`. -/
def IsClifford (γ : ι → Matrix n n ℂ) (g : Matrix ι ι ℂ) : Prop :=
  ∀ a b, γ a * γ b + γ b * γ a = (2 * g a b) • (1 : Matrix n n ℂ)

/-- The Feynman slash: a vector contracted with the gamma matrices. -/
def slash (γ : ι → Matrix n n ℂ) : (ι → ℂ) →ₗ[ℂ] Matrix n n ℂ where
  toFun p := ∑ a, p a • γ a
  map_add' p q := by simp [add_smul, Finset.sum_add_distrib]
  map_smul' c p := by simp [Finset.smul_sum, smul_smul]

/-- The diagram in which the photon `k` (polarization `ε`) is absorbed before the
photon of polarization `e` is emitted. -/
def direct (γ : ι → Matrix n n ℂ) (g : Matrix ι ι ℂ) (m : ℂ) (p k ε e : ι → ℂ)
    (w u : n → ℂ) : ℂ :=
  (w ⬝ᵥ ((slash γ e * (slash γ (p + k) + m • 1) * slash γ ε) *ᵥ u)) / (2 * dot g p k)

/-- The diagram in which the photon `k'` (polarization `e`) is emitted before the
photon of polarization `ε` is absorbed, without its overall sign. -/
def exchange (γ : ι → Matrix n n ℂ) (g : Matrix ι ι ℂ) (m : ℂ) (p k' ε e : ι → ℂ)
    (w u : n → ℂ) : ℂ :=
  (w ⬝ᵥ ((slash γ ε * (slash γ (p - k') + m • 1) * slash γ e) *ᵥ u)) / (2 * dot g p k')

/-- The tree-level Compton amplitude, up to a constant factor. -/
def compton (γ : ι → Matrix n n ℂ) (g : Matrix ι ι ℂ) (m : ℂ) (p k k' ε e : ι → ℂ)
    (w u : n → ℂ) : ℂ :=
  direct γ g m p k ε e w u - exchange γ g m p k' ε e w u

variable {γ : ι → Matrix n n ℂ} {g : Matrix ι ι ℂ} {m : ℂ} {p p' k k' : ι → ℂ} {w u : n → ℂ}

/-- The anticommutator of two slashed vectors is twice their scalar product. -/
theorem slash_anticomm (hγ : IsClifford γ g) (p q : ι → ℂ) :
    slash γ p * slash γ q + slash γ q * slash γ p = (2 * dot g p q) • 1 := by
  have hs : ∀ r, slash γ r = ∑ a, r a • γ a := fun _ => rfl
  have h1 : slash γ p * slash γ q = ∑ a, ∑ b, (p a * q b) • (γ a * γ b) := by
    rw [hs, hs, Finset.sum_mul_sum]
    refine Finset.sum_congr rfl fun a _ => Finset.sum_congr rfl fun b _ => ?_
    rw [smul_mul_smul_comm]
  have h2 : slash γ q * slash γ p = ∑ a, ∑ b, (p a * q b) • (γ b * γ a) := by
    rw [hs, hs, Finset.sum_mul_sum, Finset.sum_comm]
    refine Finset.sum_congr rfl fun a _ => Finset.sum_congr rfl fun b _ => ?_
    rw [smul_mul_smul_comm, mul_comm (q b)]
  rw [h1, h2]
  simp only [← Finset.sum_add_distrib, ← smul_add, hγ _ _]
  simp only [dot, Finset.mul_sum, Finset.sum_smul, smul_smul]
  refine Finset.sum_congr rfl fun a _ => Finset.sum_congr rfl fun b _ => ?_
  congr 1
  ring

/-- A slashed vector squares to the scalar square of the vector. -/
theorem slash_sq (hγ : IsClifford γ g) (p : ι → ℂ) :
    slash γ p * slash γ p = dot g p p • 1 := by
  calc slash γ p * slash γ p
      = (1 / 2 : ℂ) • (slash γ p * slash γ p + slash γ p * slash γ p) := by module
    _ = dot g p p • 1 := by
      rw [slash_anticomm hγ, smul_smul]
      congr 1
      ring

/-- On an incoming Dirac spinor, the vertex `slash γ k` of a massless photon followed by the
propagator numerator acts as multiplication by `2 * dot g p k`. -/
theorem absorb_longitudinal (hγ : IsClifford γ g) (hk : dot g k k = 0)
    (hu : slash γ p *ᵥ u = m • u) :
    ((slash γ (p + k) + m • 1) * slash γ k) *ᵥ u = (2 * dot g p k) • u := by
  have hkk : slash γ k * slash γ k = 0 := by rw [slash_sq hγ, hk, zero_smul]
  -- move slash(p) to the right, where the Dirac equation applies
  have hM : (slash γ (p + k) + m • 1) * slash γ k
      = (2 * dot g p k) • 1 - slash γ k * (slash γ p - m • 1) := by
    rw [← slash_anticomm hγ p k, map_add]
    simp only [add_mul, mul_sub, smul_mul_assoc, mul_smul_comm, one_mul, mul_one, hkk]
    abel
  rw [hM, Matrix.sub_mulVec, Matrix.smul_mulVec, Matrix.one_mulVec, ← Matrix.mulVec_mulVec,
    Matrix.sub_mulVec, Matrix.smul_mulVec, Matrix.one_mulVec, hu, sub_self,
    Matrix.mulVec_zero, sub_zero]

/-- On an outgoing Dirac spinor, the vertex `slash γ k` together with the propagator numerator that
precedes it acts as multiplication by `2 * dot g p k'`. -/
theorem absorb_longitudinal_last (hγ : IsClifford γ g) (hmom : p + k = p' + k')
    (hk' : dot g k' k' = 0) (hp : dot g p p = m ^ 2) (hw : w ᵥ* slash γ p' = m • w) :
    w ᵥ* (slash γ k * (slash γ (p - k') + m • 1)) = (2 * dot g p k') • w := by
  have hQ : slash γ (p - k') * slash γ (p - k') = (m ^ 2 - 2 * dot g p k') • 1 := by
    rw [map_sub]
    calc (slash γ p - slash γ k') * (slash γ p - slash γ k')
        = slash γ p * slash γ p - (slash γ p * slash γ k' + slash γ k' * slash γ p)
          + slash γ k' * slash γ k' := by noncomm_ring
      _ = _ := by
        rw [slash_anticomm hγ p k', slash_sq hγ p, slash_sq hγ k', hp, hk']
        module
  -- the photon momentum is the difference of the two electron momenta at the vertex
  have hK : slash γ k = slash γ p' - slash γ (p - k') := by
    rw [← map_sub]
    congr 1
    linear_combination hmom
  have hM : slash γ k * (slash γ (p - k') + m • 1)
      = (2 * dot g p k') • 1 + (slash γ p' - m • 1) * (slash γ (p - k') + m • 1) := by
    rw [hK]
    simp only [sub_mul, mul_add, smul_mul_assoc, mul_smul_comm, one_mul, mul_one, hQ]
    module
  rw [hM, Matrix.vecMul_add, Matrix.vecMul_smul, Matrix.vecMul_one, ← Matrix.vecMul_vecMul,
    Matrix.vecMul_sub, Matrix.vecMul_smul, Matrix.vecMul_one, hw, sub_self,
    Matrix.zero_vecMul, add_zero]

/-- With the incoming polarization replaced by `k`, the direct and the exchange diagram
both reduce to the same contact term. -/
theorem diagrams_eq_contact (hγ : IsClifford γ g) (hmom : p + k = p' + k')
    (hk : dot g k k = 0) (hk' : dot g k' k' = 0) (hp : dot g p p = m ^ 2)
    (hpk : dot g p k ≠ 0) (hpk' : dot g p k' ≠ 0)
    (hu : slash γ p *ᵥ u = m • u) (hw : w ᵥ* slash γ p' = m • w) (e : ι → ℂ) :
    direct γ g m p k k e w u = w ⬝ᵥ (slash γ e *ᵥ u) ∧
      exchange γ g m p k' k e w u = w ⬝ᵥ (slash γ e *ᵥ u) := by
  constructor
  · rw [direct, mul_assoc, ← Matrix.mulVec_mulVec, absorb_longitudinal hγ hk hu,
      Matrix.mulVec_smul, dotProduct_smul, smul_eq_mul,
      mul_div_cancel_left₀ _ (mul_ne_zero two_ne_zero hpk)]
  · rw [exchange, ← Matrix.mulVec_mulVec, Matrix.dotProduct_mulVec,
      absorb_longitudinal_last hγ hmom hk' hp hw, smul_dotProduct, smul_eq_mul,
      mul_div_cancel_left₀ _ (mul_ne_zero two_ne_zero hpk')]

/-- Ward identity for Compton scattering: the amplitude vanishes when the incoming
polarization is replaced by the photon momentum, for every outgoing polarization. -/
theorem compton_ward (hγ : IsClifford γ g) (hmom : p + k = p' + k')
    (hk : dot g k k = 0) (hk' : dot g k' k' = 0) (hp : dot g p p = m ^ 2)
    (hpk : dot g p k ≠ 0) (hpk' : dot g p k' ≠ 0)
    (hu : slash γ p *ᵥ u = m • u) (hw : w ᵥ* slash γ p' = m • w) (e : ι → ℂ) :
    compton γ g m p k k' k e w u = 0 := by
  obtain ⟨h1, h2⟩ := diagrams_eq_contact hγ hmom hk hk' hp hpk hpk' hu hw e
  rw [compton, h1, h2, sub_self]

/-- Crossing symmetry: the amplitude is unchanged when the two photons are exchanged and
their momenta reversed. -/
theorem compton_crossing (ε e : ι → ℂ) :
    compton γ g m p (-k') (-k) e ε w u = compton γ g m p k k' ε e w u := by
  have hd : ∀ q, dot g p (-q) = -dot g p q := fun q => by simp [dot]
  simp only [compton, direct, exchange, hd, sub_neg_eq_add, ← sub_eq_add_neg, mul_neg, div_neg]
  ring

/-- Gauge invariance: the Compton amplitude is unchanged when each polarization is shifted
by a multiple of the momentum of its photon. -/
theorem compton_gauge_invariant (hγ : IsClifford γ g) (hmom : p + k = p' + k')
    (hk : dot g k k = 0) (hk' : dot g k' k' = 0) (hp : dot g p p = m ^ 2)
    (hpk : dot g p k ≠ 0) (hpk' : dot g p k' ≠ 0)
    (hu : slash γ p *ᵥ u = m • u) (hw : w ᵥ* slash γ p' = m • w)
    (ε e : ι → ℂ) (a b : ℂ) :
    compton γ g m p k k' (ε + a • k) (e + b • k') w u = compton γ g m p k k' ε e w u := by
  -- the amplitude is linear in the first polarization
  have lin : ∀ (q q' x y z : ι → ℂ) (c : ℂ), compton γ g m p q q' (x + c • z) y w u
      = compton γ g m p q q' x y w u + c * compton γ g m p q q' z y w u := by
    intro q q' x y z c
    simp only [compton, direct, exchange, map_add, map_sub, map_smul, mul_add, add_mul,
      mul_sub, sub_mul, smul_mul_assoc, mul_smul_comm, mul_one, Matrix.add_mulVec,
      Matrix.sub_mulVec, Matrix.smul_mulVec, dotProduct_add, dotProduct_sub,
      dotProduct_smul, smul_eq_mul]
    ring
  have hd : ∀ q r, dot g (-q) (-r) = dot g q r := fun q r => by simp [dot]
  have hn : ∀ q, dot g p (-q) = -dot g p q := fun q => by simp [dot]
  -- the crossed process obeys the same Ward identity
  have hout := compton_ward (k := -k') (k' := -k) (p' := p') hγ
    (by linear_combination hmom) (by rw [hd, hk']) (by rw [hd, hk]) hp
    (by rw [hn]; exact neg_ne_zero.mpr hpk') (by rw [hn]; exact neg_ne_zero.mpr hpk) hu hw ε
  have hb : e + b • k' = e + (-b) • (-k') := by rw [smul_neg, neg_smul, neg_neg]
  rw [lin, compton_ward hγ hmom hk hk' hp hpk hpk' hu hw, mul_zero, add_zero,
    ← compton_crossing, hb, lin, hout, mul_zero, add_zero, compton_crossing]

/-- Two by two gamma matrices in 2+1 dimensions. -/
def gamma3 : Fin 3 → Matrix (Fin 2) (Fin 2) ℂ :=
  ![!![1, 0; 0, -1], !![0, Complex.I; Complex.I, 0], !![0, 1; -1, 0]]

/-- The Minkowski metric in 2+1 dimensions. -/
def eta3 : Matrix (Fin 3) (Fin 3) ℂ := !![1, 0, 0; 0, -1, 0; 0, 0, -1]

/-- Right-angle scattering off an electron of unit mass at rest meets all the hypotheses,
with a nonzero contact term for `e = (1, 0, 0)`. -/
theorem compton_witness :
    IsClifford gamma3 eta3 ∧
    (![1, 0, 0] + ![1, 1, 0] : Fin 3 → ℂ) = ![3 / 2, 1, -1 / 2] + ![1 / 2, 0, 1 / 2] ∧
    dot eta3 ![1, 1, 0] ![1, 1, 0] = 0 ∧
    dot eta3 ![1 / 2, 0, 1 / 2] ![1 / 2, 0, 1 / 2] = 0 ∧
    dot eta3 ![1, 0, 0] ![1, 0, 0] = 1 ^ 2 ∧
    dot eta3 ![1, 0, 0] ![1, 1, 0] ≠ 0 ∧
    dot eta3 ![1, 0, 0] ![1 / 2, 0, 1 / 2] ≠ 0 ∧
    slash gamma3 ![1, 0, 0] *ᵥ ![1, 0] = (1 : ℂ) • ![1, 0] ∧
    ![1 + 2 * Complex.I, -1] ᵥ* slash gamma3 ![3 / 2, 1, -1 / 2]
      = (1 : ℂ) • ![1 + 2 * Complex.I, -1] ∧
    ![1 + 2 * Complex.I, -1] ⬝ᵥ (slash gamma3 ![1, 0, 0] *ᵥ ![1, 0]) ≠ 0 := by
  refine ⟨?_, ?_, ?_, ?_, ?_, ?_, ?_, ?_, ?_, ?_⟩
  · intro a b
    fin_cases a <;> fin_cases b <;> ext i j <;> fin_cases i <;> fin_cases j <;>
      simp [gamma3, eta3] <;> norm_num
  · ext i
    fin_cases i <;> norm_num
  · norm_num [dot, eta3, Fin.sum_univ_succ]
  · norm_num [dot, eta3, Fin.sum_univ_succ]
  · norm_num [dot, eta3, Fin.sum_univ_succ]
  · norm_num [dot, eta3, Fin.sum_univ_succ]
  · norm_num [dot, eta3, Fin.sum_univ_succ]
  · ext i
    fin_cases i <;> simp [slash, gamma3, Matrix.mulVec, dotProduct, Fin.sum_univ_succ]
  · ext i
    fin_cases i <;> simp [slash, gamma3, Matrix.vecMul, dotProduct, Fin.sum_univ_succ,
      Complex.ext_iff] <;> norm_num
  · simp [slash, gamma3, Matrix.mulVec, dotProduct, Fin.sum_univ_succ, Complex.ext_iff]

end

end ComptonWardIdentity
```

```lean
#print axioms ComptonWardIdentity.compton_gauge_invariant
```

```
'ComptonWardIdentity.compton_gauge_invariant' depends on axioms: [propext, Classical.choice, Quot.sound]
```

## The amplitude and its conditions

In units with ħ = c = 1, an electron of mass m and momentum p absorbs a photon of momentum k and polarization ε, emits a photon of momentum k' and polarization e, and leaves with momentum p'. Write p·q for the scalar product `dot g p q` and slash(p) for `slash γ p`. The amplitude `compton` is

A(ε, e) = w slash(e) (slash(p+k) + m) slash(ε) u / (2p·k) − w slash(ε) (slash(p−k') + m) slash(e) u / (2p·k').

The first term is `direct`, with absorption before emission; the second is `exchange`, with the opposite order. The denominators come from the electron propagators. Since p·p = m² and k·k = k'·k' = 0,

(p+k)·(p+k) − m² = 2p·k

(p−k')·(p−k') − m² = −2p·k'

The second of these supplies the relative minus sign. Coupling constants and factors of i are left out.

The hypotheses of `compton_ward` translate as follows.

- `hγ` is the Clifford relation, and `hmom` is momentum conservation, p + k = p' + k'.
- `hk` and `hk'` say that the photons are massless; `hp` puts the incoming electron on its mass shell.
- `hpk` and `hpk'` keep the intermediate electron off its mass shell, so that neither propagator is singular.
- `hu` and `hw` are the Dirac equations slash(p) u = m u and w slash(p') = m w.

The condition p'·p' = m² is absent because the argument uses only the Dirac equation for w. For nonzero w it follows anyway, by applying slash(p') to w twice.

Two conventions matter when comparing with other work. The condition p·p = m² corresponds to a metric with positive time component. The map `slash` sums p a • γ a with no metric factor, so if p has upper indices, the matrices carry lower ones; with upper-index gamma matrices the spatial terms change sign.

Vectors may be complex, which admits circular polarization. The map `slash` conjugates nothing, so for an outgoing photon e stands for the already conjugated polarization vector. Nor is w required to be the Dirac adjoint of a column spinor.

The general Ward identity constrains photon amplitudes and vertex functions to all orders in perturbation theory. The theorem here concerns one process at lowest order, with free external electrons and no loops.

## Both diagrams reduce to one contact term

The Clifford relation, contracted with two vectors x and y, gives

slash(x) slash(y) + slash(y) slash(x) = 2x·y,

and hence slash(x) slash(x) = x·x. These are `slash_anticomm` and `slash_sq`. The first expands both products into double sums and applies the relation term by term.

Now set ε = k. In the direct diagram, the factors next to u are

(slash(p+k) + m) slash(k) u
= slash(p) slash(k) u + slash(k) slash(k) u + m slash(k) u
= 2p·k u − slash(k) (slash(p) − m) u
= 2p·k u.

The square of slash(k) vanishes because k·k = 0, and the last step is the Dirac equation for u. This is `absorb_longitudinal`; its intermediate identity `hM` is the third line written for matrices, before u is applied.

In the exchange diagram, slash(k) stands next to w. Put q = p − k'. Momentum conservation gives k = p' − q, so

w slash(k) (slash(q) + m)
= w (slash(p') − slash(q)) (slash(q) + m)
= w (m − slash(q)) (slash(q) + m)
= (m² − q·q) w
= 2p·k' w.

The last step uses q·q = m² − 2p·k'. In `absorb_longitudinal_last`, `hK` is the substitution for slash(k) and `hQ` is the square of slash(q). The identity `hM` isolates a term with slash(p') − m on the left, which w annihilates.

Each factor cancels its denominator, leaving the same number in both diagrams:

w slash(e) u.

That is `diagrams_eq_contact`. Subtracting the two gives A(k, e) = 0 for every vector e, which is `compton_ward`.

## From the incoming photon to the outgoing one

The outgoing photon needs no second calculation. Replace k by −k' and k' by −k, and exchange the polarizations. The direct term turns into minus the exchange term and vice versa, so their difference is unchanged. This is `compton_crossing`.

The crossed momenta satisfy p − k' = p' − k, which is the original conservation law rearranged. The other hypotheses survive too, since reversing a momentum leaves its square alone and only changes the sign of its product with p. Applying `compton_ward` to the crossed process therefore gives A(ε, k') = 0.

The amplitude is linear in each polarization, so for any complex numbers a and b

A(ε + a k, e + b k') = A(ε, e + b k') + a A(k, e + b k') = A(ε, e + b k') = A(ε, e) + b A(ε, k') = A(ε, e).

The proof of `compton_gauge_invariant` follows this order. Its local statement `lin` is linearity in the first polarization, and crossing moves the outgoing polarization into that slot.

## Right-angle scattering in numbers

The theorem `compton_witness` checks that the hypotheses are satisfied by a concrete scattering event in 2+1 dimensions, with m = 1:

p = (1, 0, 0), k = (1, 1, 0), k' = (1/2, 0, 1/2), p' = (3/2, 1, −1/2).

The photon leaves at a right angle with half its energy. Here 2p·k = 2 and 2p·k' = 1. The spinors are u = (1, 0) and w = (1+2i, −1), and e = (1, 0, 0). This e is a convenient test vector and not a physical polarization, since e·k' = 1/2. The transverse polarization (0, 1, 0) would give w slash(e) u = −i, which is also nonzero.

For the direct diagram, with matrices written row by row,

slash(k) = [1, i; i, −1], so slash(k) u = (1, i)

slash(p+k) + 1 = [3, i; i, −1], which sends (1, i) to (2, 0) = 2u.

For the exchange diagram,

w slash(k) = (1+i, −1+i)

slash(p−k') + 1 = [3/2, −1/2; 1/2, 1/2], which sends this row to (1+2i, −1) = w.

After division by 2 and by 1, each diagram equals w slash(e) u = 1+2i, and the difference is zero. The row w is the Dirac adjoint of a spinor with invariant norm 4, while u has invariant norm 1. Rescaling w to norm 1 halves the common value to (1+2i)/2. Because this value is nonzero, the instance shows a genuine cancellation between diagrams.

## Polarization sums and amplitude code

In a calculation of the unpolarized tree-level cross section, gauge invariance allows the sum over physical photon polarizations to be replaced by −g. The physical sum differs from −g only by terms containing the photon momentum, and those terms vanish when contracted with the amplitude.

A program that evaluates this tree-level amplitude can be tested by inserting k for ε and comparing the total with the size of one diagram. The ratio should be at the level of rounding error. A wrong relative sign would instead give twice the contact term, so the test should use spinors and an e for which that term is nonzero. An error in a common overall factor would go unnoticed.
